# Harris's inequality for Duhamel averages on finitely many levels

To bound the symmetrised thermal second moment of an operator $A$ from above by its Duhamel average plus a double-commutator term, we describe the system by finitely many real levels $E_i$ and write $A$ as a complex matrix $A_{ij}$ in the energy basis. The Hamiltonian $H$ is then diagonal. With inverse temperature $b$ (usually written $\beta$), let $p_i=e^{-bE_i}/Z$, where $Z=\sum_k e^{-bE_k}$. The claim is

$$\sum_{i,j}|A_{ij}|^2\frac{p_i+p_j}{2}\le D+\frac b{12}\sum_{i,j}|A_{ij}|^2(p_i-p_j)(E_j-E_i),$$

where $D=\int_0^1\sum_{i,j}p_i^s p_j^{1-s}|A_{ij}|^2\,ds$ is the Duhamel average, without subtraction of mean values. It holds for every real $b$. For $b\ne0$, equality holds exactly when $HA=AH$.

## From one pair of weights to the thermal average

For $x>0$, let $f(x)=x\cosh x-\sinh x$. Since $f(0)=0$ and $f'(x)=x\sinh x>0$, $f$ is positive. Next let

$$g(x)=\sinh x+\tfrac13x^2\sinh x-x\cosh x.$$

Here $g(0)=0$ and $g'(x)=xf(x)/3>0$, so $g$ is positive too. Multiplying by $x$ gives, by evenness for all $u\ne0$,

$$u^2\cosh u<u\sinh u+\tfrac13u^3\sinh u.$$

For positive weights $p,q$, put $L=\log p-\log q$ and $J=\int_0^1p^sq^{1-s}ds$. The integrand has derivative $L\,p^sq^{1-s}$, so $LJ=p-q$.

If $p\ne q$, set $u=L/2$ and $m=\sqrt{pq}$. Then $p=me^u$ and $q=me^{-u}$, hence

$$\frac{p+q}2=m\cosh u,\qquad J=\frac{m\sinh u}{u},\qquad \frac{(p-q)L}{12}=\frac{mu\sinh u}{3}.$$

Multiplying the hyperbolic inequality by $m/u^2$ yields $(p+q)/2<J+(p-q)L/12$. If $p=q$, then $J=p$ and both sides agree.

For Gibbs weights, $\log p_i-\log p_j=b(E_j-E_i)$. Multiplying the pair bound by $|A_{ij}|^2$ and summing proves the claim. Equality of the sums forces equality in every term. For $b\ne0$ this means $E_i=E_j$ wherever $A_{ij}\ne0$, which is $(E_i-E_j)A_{ij}=0$, or $[H,A]=0$. The converse follows term by term.

Finally, $\langle AA^\dagger+A^\dagger A\rangle=\sum_{i,j}|A_{ij}|^2(p_i+p_j)$. Since $[H,A]_{ij}=(E_i-E_j)A_{ij}$,

$$\langle[A^\dagger,[H,A]]\rangle=\sum_{i,j}(p_j-p_i)(E_i-E_j)|A_{ij}|^2.$$

The claim therefore reads $\tfrac12\langle AA^\dagger+A^\dagger A\rangle\le D+\tfrac b{12}\langle[A^\dagger,[H,A]]\rangle$.

## Two levels and a spin cluster

Take two levels separated by $\Delta>0$, with $A_{01}=1$ the only nonzero element. With $x=b\Delta>0$, the inequality becomes

$$\frac12\le\frac{\tanh(x/2)}x+\frac{x}{12}\tanh\frac x2.$$

At small $x$ the two terms on the right are $\frac12-\frac{x^2}{24}$ and $\frac{x^2}{24}$ to second order, so no constant below $1/12$ would do.

In an exact diagonalisation of a finite spin cluster, let $A$ be a Hermitian magnetisation component coupled to a field $h$ through $-hA$. Its isothermal susceptibility is $\chi=b(D-\langle A\rangle^2)$. For $b>0$ the inequality then bounds the variance:

$$\langle A^2\rangle-\langle A\rangle^2\le\frac{\chi}{b}+\frac b{12}\langle[A,[H,A]]\rangle.$$

## Levels, weights and averages in Lean

The finite type `ι` labels the levels, and `E : ι → ℝ` allows degeneracies.

```lean
import Mathlib

open Matrix

namespace HarrisInequality

noncomputable section

variable {ι : Type*} [Fintype ι]

/-- The Gibbs weight `exp (-b E_i) / Z` of level `i`, for a nonempty finite set of levels. -/
def gibbs (E : ι → ℝ) (b : ℝ) (i : ι) : ℝ :=
  Real.exp (-b * E i) / ∑ k, Real.exp (-b * E k)
```

`duhamel` is the actual integral over $s$, with `‖A i j‖` for $|A_{ij}|$.

```lean
/-- The Duhamel average of `A` with its adjoint, written in the energy basis. -/
def duhamel (E : ι → ℝ) (b : ℝ) (A : Matrix ι ι ℂ) : ℝ :=
  ∫ s in (0 : ℝ)..1, ∑ i, ∑ j, gibbs E b i ^ s * gibbs E b j ^ (1 - s) * ‖A i j‖ ^ 2
```

`average` is complex-valued, since $X$ need not be Hermitian.

```lean
/-- The thermal average of an operator `X` given in the energy basis. -/
def average (E : ι → ℝ) (b : ℝ) (X : Matrix ι ι ℂ) : ℂ :=
  ∑ i, (gibbs E b i : ℂ) * X i i

/-- The Hamiltonian with levels `E_i`, in its own eigenbasis. -/
def hamiltonian [DecidableEq ι] (E : ι → ℝ) : Matrix ι ι ℂ :=
  Matrix.diagonal fun i => (E i : ℂ)

/-- The commutator of two operators. -/
def bracket (X Y : Matrix ι ι ℂ) : Matrix ι ι ℂ := X * Y - Y * X
```

A Hamiltonian given in another basis must first be diagonalised, and $A$ transformed with it; that step is left to the reader. Infinite spectra, such as that of an oscillator, are excluded.

## The bound for two weights

`h1` and `h2` are the positivity of $f$ and $g$, each obtained from a positive derivative. The final case split handles the sign of $u$.

```lean
/-- The hyperbolic inequality `u coth u < 1 + u² / 3` for nonzero `u`, cleared of
denominators. -/
theorem sq_mul_cosh_lt {u : ℝ} (hu : u ≠ 0) :
    u ^ 2 * Real.cosh u < u * Real.sinh u + u ^ 3 * Real.sinh u / 3 := by
  -- first step: sinh x < x cosh x for positive x
  have h1 : ∀ x : ℝ, 0 < x → 0 < x * Real.cosh x - Real.sinh x := by
    intro y hy
    have hd : ∀ x : ℝ, HasDerivAt (fun x => x * Real.cosh x - Real.sinh x)
        (x * Real.sinh x) x := fun x =>
      (((hasDerivAt_id' x).fun_mul (Real.hasDerivAt_cosh x)).fun_sub
        (Real.hasDerivAt_sinh x)).congr_deriv (by ring)
    have hm := strictMonoOn_of_deriv_pos (convex_Ici (0 : ℝ))
      (fun x _ => (hd x).continuousAt.continuousWithinAt) (fun x hx => by
        rw [interior_Ici] at hx
        rw [(hd x).deriv]
        exact mul_pos hx (Real.sinh_pos_iff.2 hx))
    have h := hm (Set.mem_Ici.2 le_rfl) (Set.mem_Ici.2 hy.le) hy
    simp only [Real.sinh_zero, zero_mul, sub_zero] at h
    exact h
  -- second step: integrate once more
  have h2 : ∀ x : ℝ, 0 < x →
      0 < Real.sinh x + x * x * Real.sinh x / 3 - x * Real.cosh x := by
    intro y hy
    have hd : ∀ x : ℝ, HasDerivAt
        (fun x => Real.sinh x + x * x * Real.sinh x / 3 - x * Real.cosh x)
        (x * (x * Real.cosh x - Real.sinh x) / 3) x := fun x =>
      (((Real.hasDerivAt_sinh x).fun_add
        ((((hasDerivAt_id' x).fun_mul (hasDerivAt_id' x)).fun_mul
          (Real.hasDerivAt_sinh x)).div_const 3)).fun_sub
        ((hasDerivAt_id' x).fun_mul (Real.hasDerivAt_cosh x))).congr_deriv (by ring)
    have hm := strictMonoOn_of_deriv_pos (convex_Ici (0 : ℝ))
      (fun x _ => (hd x).continuousAt.continuousWithinAt) (fun x hx => by
        rw [interior_Ici] at hx
        rw [(hd x).deriv]
        exact div_pos (mul_pos hx (h1 x hx)) (by norm_num))
    have h := hm (Set.mem_Ici.2 le_rfl) (Set.mem_Ici.2 hy.le) hy
    simp only [Real.sinh_zero, zero_mul, mul_zero, zero_div, add_zero, sub_zero] at h
    exact h
  -- both sides are even in u
  rcases lt_or_gt_of_ne hu with h | h
  · have k := mul_pos (neg_pos.2 h) (h2 (-u) (neg_pos.2 h))
    rw [Real.sinh_neg, Real.cosh_neg] at k
    nlinarith [k]
  · have k := mul_pos h (h2 u h)
    nlinarith [k]
```

The fundamental theorem of calculus gives $LJ=p-q$.

```lean
/-- For positive weights, the Duhamel integral times the difference of the logarithms is the
difference of the weights. -/
theorem log_sub_mul_integral {p q : ℝ} (hp : 0 < p) (hq : 0 < q) :
    (Real.log p - Real.log q) * (∫ s in (0 : ℝ)..1, p ^ s * q ^ (1 - s)) = p - q := by
  have e : ∀ t : ℝ, p ^ t * q ^ (1 - t) =
      Real.exp (Real.log p * t + Real.log q * (1 - t)) := fun t => by
    rw [Real.rpow_def_of_pos hp, Real.rpow_def_of_pos hq, ← Real.exp_add]
  have hd : ∀ s : ℝ, HasDerivAt (fun t : ℝ => p ^ t * q ^ (1 - t))
      ((Real.log p - Real.log q) * (p ^ s * q ^ (1 - s))) s := by
    intro s
    have h := ((hasDerivAt_id' s).const_mul (Real.log p)).fun_add
      (((hasDerivAt_id' s).const_sub 1).const_mul (Real.log q))
    rw [funext e, e s]
    exact h.exp.congr_deriv (by ring)
  have hc : Continuous fun t : ℝ => p ^ t * q ^ (1 - t) :=
    continuous_iff_continuousAt.2 fun s => (hd s).continuousAt
  have h := intervalIntegral.integral_eq_sub_of_hasDerivAt (a := 0) (b := 1)
    (fun s _ => hd s) ((continuous_const.mul hc).intervalIntegrable _ _)
  rw [intervalIntegral.integral_const_mul] at h
  rw [h]
  simp
```

The next proof treats $p=q$ separately. Otherwise it names the integral `J`, introduces `u` and `m`, and cancels $u^2$ from the multiplied inequality.

```lean
/-- Harris's bound for one pair of positive weights, with equality exactly when the two weights
coincide. -/
theorem pair_bound {p q : ℝ} (hp : 0 < p) (hq : 0 < q) :
    (p + q) / 2 ≤ (∫ s in (0 : ℝ)..1, p ^ s * q ^ (1 - s))
        + (p - q) * (Real.log p - Real.log q) / 12 ∧
    ((p + q) / 2 = (∫ s in (0 : ℝ)..1, p ^ s * q ^ (1 - s))
        + (p - q) * (Real.log p - Real.log q) / 12 ↔ p = q) := by
  by_cases hpq : p = q
  · subst hpq
    have e : ∀ s : ℝ, p ^ s * p ^ (1 - s) = p := fun s => by
      rw [← Real.rpow_add hp, show s + (1 - s) = 1 by ring, Real.rpow_one]
    have hJ : (∫ s in (0 : ℝ)..1, p ^ s * p ^ (1 - s)) = p := by
      simp only [e, intervalIntegral.integral_const]
      simp
    rw [hJ]
    exact ⟨by linarith, fun _ => rfl, fun _ => by ring⟩
  · have hJ := log_sub_mul_integral hp hq
    generalize (∫ s in (0 : ℝ)..1, p ^ s * q ^ (1 - s)) = J at hJ ⊢
    -- write p = m exp u and q = m exp (-u)
    obtain ⟨u, hu⟩ : ∃ u, u = (Real.log p - Real.log q) / 2 := ⟨_, rfl⟩
    obtain ⟨m, hm⟩ : ∃ m, m = Real.exp ((Real.log p + Real.log q) / 2) := ⟨_, rfl⟩
    have hm0 : 0 < m := by rw [hm]; exact Real.exp_pos _
    have e1 : m * Real.exp u = p := by
      rw [hm, hu, ← Real.exp_add, show (Real.log p + Real.log q) / 2
        + (Real.log p - Real.log q) / 2 = Real.log p by ring, Real.exp_log hp]
    have e2 : m * Real.exp (-u) = q := by
      rw [hm, hu, ← Real.exp_add, show (Real.log p + Real.log q) / 2
        + -((Real.log p - Real.log q) / 2) = Real.log q by ring, Real.exp_log hq]
    have hu0 : u ≠ 0 := by
      intro h
      rw [h, neg_zero] at e2
      rw [h] at e1
      exact hpq (e1.symm.trans e2)
    have hL : Real.log p - Real.log q = 2 * u := by rw [hu]; ring
    have c : p + q = 2 * m * Real.cosh u := by
      rw [Real.cosh_eq]; linear_combination -e1 - e2
    have d : p - q = 2 * m * Real.sinh u := by
      rw [Real.sinh_eq]; linear_combination -e1 + e2
    have r : u * J = m * Real.sinh u := by
      linear_combination (hJ + d) / 2 - J / 2 * hL
    have r2 : u ^ 2 * J = u * (m * Real.sinh u) := by rw [← r]; ring
    have k := mul_lt_mul_of_pos_left (sq_mul_cosh_lt hu0) hm0
    have hlt : (p + q) / 2 < J + (p - q) * (Real.log p - Real.log q) / 12 := by
      refine lt_of_mul_lt_mul_left (a := u ^ 2) ?_ (sq_nonneg u)
      rw [hL, c, d]
      nlinarith [k, r2]
    exact ⟨hlt.le, fun h => absurd h hlt.ne, fun h => absurd h hpq⟩
```

## Summing over the levels

Positivity permits the logarithms, and $Z$ cancels from their difference.

```lean
/-- Every Gibbs weight is positive. -/
theorem gibbs_pos (E : ι → ℝ) (b : ℝ) (i : ι) : 0 < gibbs E b i :=
  div_pos (Real.exp_pos _)
    (Finset.sum_pos (fun _ _ => Real.exp_pos _) ⟨i, Finset.mem_univ i⟩)

/-- The logarithms of two Gibbs weights differ by `b` times the level spacing. -/
theorem log_gibbs_sub (E : ι → ℝ) (b : ℝ) (i j : ι) :
    Real.log (gibbs E b i) - Real.log (gibbs E b j) = b * (E j - E i) := by
  have hZ : (∑ k, Real.exp (-b * E k)) ≠ 0 :=
    (Finset.sum_pos (fun _ _ => Real.exp_pos _) ⟨i, Finset.mem_univ i⟩).ne'
  unfold gibbs
  rw [Real.log_div (Real.exp_pos _).ne' hZ, Real.log_div (Real.exp_pos _).ne' hZ,
    Real.log_exp, Real.log_exp]
  ring
```

Continuity in $s$ justifies exchanging the finite sums with the integral.

```lean
/-- The Duhamel average is a sum over pairs of levels of one integral per pair. -/
theorem duhamel_eq_sum (E : ι → ℝ) (b : ℝ) (A : Matrix ι ι ℂ) :
    duhamel E b A = ∑ i, ∑ j,
      (∫ s in (0 : ℝ)..1, gibbs E b i ^ s * gibbs E b j ^ (1 - s)) * ‖A i j‖ ^ 2 := by
  have hc : ∀ i j, Continuous fun s : ℝ =>
      gibbs E b i ^ s * gibbs E b j ^ (1 - s) * ‖A i j‖ ^ 2 := fun i j =>
    ((continuous_const.rpow continuous_id fun _ => Or.inl (gibbs_pos E b i).ne').mul
      (continuous_const.rpow (continuous_const.sub continuous_id)
        fun _ => Or.inl (gibbs_pos E b j).ne')).mul continuous_const
  unfold duhamel
  rw [intervalIntegral.integral_finsetSum]
  · refine Finset.sum_congr rfl fun i _ => ?_
    rw [intervalIntegral.integral_finsetSum]
    · exact Finset.sum_congr rfl fun j _ => intervalIntegral.integral_mul_const _ _
    · exact fun j _ => (hc i j).intervalIntegrable _ _
  · exact fun i _ => (continuous_finsetSum _ fun j _ => hc i j).intervalIntegrable _ _
```

In the main theorem, `hterm` is the weighted pair bound. `Finset.sum_eq_sum_iff_of_le` turns equality of the sums into equality of the terms, first over $i$ and then over $j$.

```lean
/-- Harris's inequality in the energy basis, for any complex matrix `A` and any real `b`. For
`b ≠ 0` equality holds exactly when `A` commutes with the Hamiltonian. -/
theorem harris_inequality [DecidableEq ι] (E : ι → ℝ) (b : ℝ) (A : Matrix ι ι ℂ) :
    (∑ i, ∑ j, ‖A i j‖ ^ 2 * (gibbs E b i + gibbs E b j) / 2 ≤ duhamel E b A
      + b / 12 * ∑ i, ∑ j, ‖A i j‖ ^ 2 * (gibbs E b i - gibbs E b j) * (E j - E i)) ∧
    (b ≠ 0 → (∑ i, ∑ j, ‖A i j‖ ^ 2 * (gibbs E b i + gibbs E b j) / 2 = duhamel E b A
      + b / 12 * ∑ i, ∑ j, ‖A i j‖ ^ 2 * (gibbs E b i - gibbs E b j) * (E j - E i) ↔
      hamiltonian E * A = A * hamiltonian E)) := by
  have hpair := fun i j => pair_bound (gibbs_pos E b i) (gibbs_pos E b j)
  simp only [log_gibbs_sub] at hpair
  -- the inequality holds for each pair of levels
  have hterm : ∀ i j, ‖A i j‖ ^ 2 * (gibbs E b i + gibbs E b j) / 2 ≤
      (∫ s in (0 : ℝ)..1, gibbs E b i ^ s * gibbs E b j ^ (1 - s)) * ‖A i j‖ ^ 2
      + b / 12 * (‖A i j‖ ^ 2 * (gibbs E b i - gibbs E b j) * (E j - E i)) := by
    intro i j
    have h := mul_le_mul_of_nonneg_left (hpair i j).1 (sq_nonneg ‖A i j‖)
    linarith
  rw [duhamel_eq_sum]
  simp only [Finset.mul_sum, ← Finset.sum_add_distrib]
  refine ⟨Finset.sum_le_sum fun i _ => Finset.sum_le_sum fun j _ => hterm i j, fun hb => ?_⟩
  rw [Finset.sum_eq_sum_iff_of_le fun i _ => Finset.sum_le_sum fun j _ => hterm i j]
  constructor
  · intro h
    ext i j
    have h1 := (Finset.sum_eq_sum_iff_of_le fun j _ => hterm i j).1
      (h i (Finset.mem_univ i)) j (Finset.mem_univ j)
    simp only [hamiltonian, Matrix.diagonal_mul, Matrix.mul_diagonal]
    by_cases hA : A i j = 0
    · rw [hA, mul_zero, zero_mul]
    · -- a nonzero matrix element forces equal weights, hence equal energies
      have hp := (hpair i j).2.1 (mul_left_cancel₀
        (pow_ne_zero 2 (norm_ne_zero_iff.2 hA)) (by linarith))
      have l := log_gibbs_sub E b i j
      rw [hp, sub_self] at l
      have hE : E i = E j := by
        rcases mul_eq_zero.1 l.symm with h0 | h0
        · exact absurd h0 hb
        · linarith
      rw [hE, mul_comm]
  · intro h i _
    refine Finset.sum_congr rfl fun j _ => ?_
    have h1 := congrFun (congrFun h i) j
    simp only [hamiltonian, Matrix.diagonal_mul, Matrix.mul_diagonal] at h1
    by_cases hA : A i j = 0
    · simp [hA]
    · have hE : E i = E j :=
        Complex.ofReal_injective (mul_right_cancel₀ hA (h1.trans (mul_comm _ _)))
      have e := (hpair i j).2.2 (by simp only [gibbs, hE])
      linear_combination ‖A i j‖ ^ 2 * e
```

## The double commutator

Here `h1` and `h2` expand the two operator orderings, and `hC` supplies the matrix elements of $[H,A]$. Both averages turn out to be real.

```lean
/-- The thermal averages of `A A† + A† A` and of the double commutator `[A†, [H, A]]` as sums
over pairs of levels. -/
theorem level_averages [DecidableEq ι] (E : ι → ℝ) (b : ℝ) (A : Matrix ι ι ℂ) :
    average E b (A * Aᴴ + Aᴴ * A) =
      ((∑ i, ∑ j, ‖A i j‖ ^ 2 * (gibbs E b i + gibbs E b j) : ℝ) : ℂ) ∧
    average E b (bracket Aᴴ (bracket (hamiltonian E) A)) =
      ((∑ i, ∑ j, ‖A i j‖ ^ 2 * (gibbs E b i - gibbs E b j) * (E j - E i) : ℝ) : ℂ) := by
  have hz : ∀ z : ℂ, z * star z = (‖z‖ : ℂ) ^ 2 := by
    intro z
    have h := Complex.mul_conj z
    rw [Complex.normSq_eq_norm_sq] at h
    push_cast at h
    exact h
  have h1 : ∀ C : Matrix ι ι ℂ, average E b (C * Aᴴ) =
      ∑ i, ∑ j, (gibbs E b i : ℂ) * (C i j * star (A i j)) := by
    intro C
    simp only [average, Matrix.mul_apply, Matrix.conjTranspose_apply, Finset.mul_sum]
  have h2 : ∀ C : Matrix ι ι ℂ, average E b (Aᴴ * C) =
      ∑ i, ∑ j, (gibbs E b j : ℂ) * (C i j * star (A i j)) := by
    intro C
    rw [Finset.sum_comm]
    simp only [average, Matrix.mul_apply, Matrix.conjTranspose_apply, Finset.mul_sum]
    exact Finset.sum_congr rfl fun _ _ => Finset.sum_congr rfl fun _ _ => by ring
  have hadd : ∀ X Y : Matrix ι ι ℂ,
      average E b (X + Y) = average E b X + average E b Y := fun X Y => by
    simp only [average, Matrix.add_apply, mul_add, Finset.sum_add_distrib]
  have hsub : ∀ X Y : Matrix ι ι ℂ,
      average E b (X - Y) = average E b X - average E b Y := fun X Y => by
    simp only [average, Matrix.sub_apply, mul_sub, Finset.sum_sub_distrib]
  constructor
  · rw [hadd, h1, h2]
    push_cast
    simp only [← Finset.sum_add_distrib]
    refine Finset.sum_congr rfl fun i _ => Finset.sum_congr rfl fun j _ => ?_
    linear_combination ((gibbs E b i : ℂ) + gibbs E b j) * hz (A i j)
  · -- the inner commutator multiplies each matrix element by a level spacing
    have hC : ∀ i j, bracket (hamiltonian E) A i j = ((E i : ℂ) - E j) * A i j := by
      intro i j
      simp only [bracket, hamiltonian, Matrix.sub_apply, Matrix.diagonal_mul,
        Matrix.mul_diagonal]
      ring
    rw [show bracket Aᴴ (bracket (hamiltonian E) A) = Aᴴ * bracket (hamiltonian E) A
      - bracket (hamiltonian E) A * Aᴴ from rfl, hsub, h1, h2]
    push_cast
    simp only [← Finset.sum_sub_distrib, hC]
    refine Finset.sum_congr rfl fun i _ => Finset.sum_congr rfl fun j _ => ?_
    linear_combination
      ((gibbs E b j : ℂ) - gibbs E b i) * ((E i : ℂ) - E j) * hz (A i j)
```

Taking real parts with `.re` therefore loses nothing, and substitution gives the operator form.

```lean
/-- Harris's inequality in operator form: the symmetrised thermal average of `A` and `A†` is at
most the Duhamel average plus `b / 12` times the average of `[A†, [H, A]]`. -/
theorem harris_operator_form [DecidableEq ι] (E : ι → ℝ) (b : ℝ) (A : Matrix ι ι ℂ) :
    (average E b (A * Aᴴ + Aᴴ * A)).re / 2 ≤ duhamel E b A
      + b / 12 * (average E b (bracket Aᴴ (bracket (hamiltonian E) A))).re := by
  rw [(level_averages E b A).1, (level_averages E b A).2, Complex.ofReal_re,
    Complex.ofReal_re]
  simpa only [Finset.sum_div] using (harris_inequality E b A).1

end

end HarrisInequality
```

```lean
#print axioms HarrisInequality.harris_operator_form
```

```
'HarrisInequality.harris_operator_form' depends on axioms: [propext, Classical.choice, Quot.sound]
```
